# Radial and energy derivatives of a twice continuously differentiable radial function commute

The lemma `exchange_derivatives` says that the radial slope of a radial function's energy derivative equals the energy derivative of its radial slope. The function F(r, E) is real-valued and assumed twice continuously differentiable in radius and energy jointly at the point in question; no radial equation or normalisation is assumed. For energies ε near E, `G ε` is the radial slope at r, and `G` has derivative `G'` at E; the conclusion is that s ↦ ∂F/∂E(s, E) has derivative `G'` at r. The proof writes both first derivatives as values of the total derivative `D` on the coordinate vectors, differentiates these along the coordinate lines, and uses the symmetry of the second derivative.

This version doesn't compile in Lean 4 with Mathlib:

```lean
import Mathlib

open Filter Topology Set

noncomputable section

namespace ScalarRelativisticRadial

/-- The energy derivative of a radial function, where it exists. -/
def energyDeriv (F : ℝ → ℝ → ℝ) (r E : ℝ) : ℝ := deriv (fun ε => F r ε) E

variable {c a R r E : ℝ} {l : ℕ} {V : ℝ → ℝ} {P Q F : ℝ → ℝ → ℝ}

/-- The chain rule for a field of linear forms `D` along a curve `γ`, evaluated on a fixed
vector `v`. -/
theorem hasDerivAt_along {W : Type*} [NormedAddCommGroup W] [NormedSpace ℝ W]
    {D : W → W →L[ℝ] ℝ} {D' : W →L[ℝ] W →L[ℝ] ℝ} {γ : ℝ → W} {u : W} {x : ℝ}
    (hD : HasFDerivAt D D' (γ x)) (hγ : HasDerivAt γ u x) (v : W) :
    HasDerivAt (fun s => D (γ s) v) (D' u v) x :=
  ((hD.comp_hasDerivAt x hγ).clm_apply (hasDerivAt_const x v)).congr_deriv (by simp)

/-- The radial slope of the energy derivative is the energy derivative of the radial
slope `G`. -/
theorem exchange_derivatives {G : ℝ → ℝ} {G' : ℝ}
    (hF : ContDiffAt ℝ 2 (fun x : ℝ × ℝ => F x.1 x.2) (r, E))
    (hr : ∀ᶠ ε in 𝓝 E, HasDerivAt (fun s => F s ε) (G ε) r) (hG : HasDerivAt G G' E) :
    HasDerivAt (fun s => energyDeriv F s E) G' r := by
  have h1 : ∀ s e : ℝ, HasDerivAt (fun t : ℝ => (t, e)) ((1 : ℝ), (0 : ℝ)) s :=
    fun s e => (hasDerivAt_id' s).prodMk (hasDerivAt_const s e)
  have h2 : ∀ s e : ℝ, HasDerivAt (fun t : ℝ => (s, t)) ((0 : ℝ), (1 : ℝ)) e :=
    fun s e => (hasDerivAt_const e s).prodMk (hasDerivAt_id' e)
  -- first and second derivatives of the joint function
  obtain ⟨D, hev, D', hD⟩ : ∃ D : ℝ × ℝ → ℝ × ℝ →L[ℝ] ℝ,
      (∀ᶠ y in 𝓝 (r, E), HasFDerivAt (fun x : ℝ × ℝ => F x.1 x.2) (D y) y) ∧
      ∃ D' : ℝ × ℝ →L[ℝ] ℝ × ℝ →L[ℝ] ℝ, HasFDerivAt D D' (r, E) :=
    ⟨fderiv ℝ (fun x : ℝ × ℝ => F x.1 x.2), (hF.eventually (by simp)).mono
      fun y hy => (hy.differentiableAt (by norm_num)).hasFDerivAt, _,
      ((hF.fderiv_right (m := 1) (by norm_num)).differentiableAt (by norm_num)).hasFDerivAt⟩
  have hA := hasDerivAt_along (γ := fun t => (t, E)) hD (h1 r E) (0, 1)
  have hB := hasDerivAt_along (γ := fun t => (r, t)) hD (h2 r E) (1, 0)
  have eA : (fun s => energyDeriv F s E) =ᶠ[𝓝 r] fun s => D (s, E) (0, 1) := by
    filter_upwards [(h1 r E).continuousAt.tendsto.eventually hev] with s hs
    have h : HasDerivAt (fun ε => F s ε) (D (s, E) (0, 1)) E :=
      hs.comp_hasDerivAt E (h2 s E)
    exact h.deriv
  have eB : G =ᶠ[𝓝 E] fun ε => D (r, ε) (1, 0) := by
    filter_upwards [(h2 r E).continuousAt.tendsto.eventually hev, hr] with ε hε h'
    have h : HasDerivAt (fun s => F s ε) (D (r, ε) (1, 0)) r :=
      hε.comp_hasDerivAt r (h1 r ε)
    exact h'.unique h
  -- symmetry of the second derivative
  have hs : G' = D' (1, 0) (0, 1) :=
    (hG.unique (hB.congr_of_eventuallyEq eB)).trans
      (second_derivative_symmetric_of_eventually hev hD (0, 1) (1, 0))
  rw [hs]
  exact hA.congr_of_eventuallyEq eA

end ScalarRelativisticRadial
```

Compiling this gives:

```
Main.lean:49:6: error: Type mismatch
  HasFDerivAt.comp_hasDerivAt r ?m.546 (h1 r ε)
has type
  HasDerivAt (?m.544 ∘ fun t => (t, ε)) (?m.545 (1, 0)) r
but is expected to have type
  HasDerivAt (fun s => F s ε) ((D (r, ε)) (1, 0)) r
```

Diagnosis. The error lies in the step `eB`, which identifies the radial slope with `D (r, ε) (1, 0)` by the chain rule. The mathematics is sound; the failure comes from the order in which Lean determines the functions in the chain rule. The rule expects `hε` to be a derivative at a point of the form `?f r`, with the curve `?f` not yet known, while `hε` is a derivative at `(r, ε)`. Lean tries to match the two by their last arguments, `r` and `ε`, which differ, so it puts `hε` off; this is the open argument `?m.546` in the message. The next argument, `h1 r ε`, supplies the curve `fun t => (t, ε)`, but the result is compared with the declared type of `h` before `hε` is tried again. The outer function `?m.544` is then still unknown, and Lean can't recover it from `fun s => F s ε`, which gives its values only on the line `(t, ε)`. The similar step in `eA` passes because there the point `(s, E)` does end in the variable `E` at which the curve is evaluated.

The cure is to drop the declared type of `h`. With no target to match, Lean returns to the postponed hypothesis once the curve is known, and reads the outer function from it. The composite is compared with `fun s => F s ε` only in `h'.unique h`, where every function is known and the two agree by computation. The new line `hd` merely restates `hε` with its type written out; it adds no mathematical content.

After these edits no error is left:

```diff
@@ -46,6 +46,6 @@
   have eB : G =ᶠ[𝓝 E] fun ε => D (r, ε) (1, 0) := by
     filter_upwards [(h2 r E).continuousAt.tendsto.eventually hev, hr] with ε hε h'
-    have h : HasDerivAt (fun s => F s ε) (D (r, ε) (1, 0)) r :=
-      hε.comp_hasDerivAt r (h1 r ε)
+    have hd : HasFDerivAt (fun x : ℝ × ℝ => F x.1 x.2) (D (r, ε)) (r, ε) := hε
+    have h := hd.comp_hasDerivAt r (h1 r ε)
     exact h'.unique h
   -- symmetry of the second derivative
```
